# First-order energy at a simple eigenvalue of a complex matrix, from the adjugate

## The energy as an unknown in a linear equation

The first-order energy $E_1$ is treated here as an unknown number in the first-order equation of Rayleigh–Schrödinger theory, and not as the derivative of an eigenvalue. The question is then purely algebraic: for which $E_1$ does the equation have a solution $\psi_1$?

Let $H_0$ and $V$ be complex square matrices of the same finite size, the unperturbed Hamiltonian and the perturbation in some basis. Let $\psi_0\neq 0$ satisfy $H_0\psi_0=E_0\psi_0$. Inserting $\psi=\psi_0+\lambda\psi_1+\dots$ and $E=E_0+\lambda E_1+\dots$ in $(H_0+\lambda V)\psi=E\psi$ and collecting the terms linear in $\lambda$ gives

$$H_0\psi_1+V\psi_0=E_0\psi_1+E_1\psi_0 .$$

For Hermitian $H_0$ one projects on $\psi_0$ and $\psi_1$ drops out. For a general $H_0$ this fails, because the conjugate of $\psi_0$ need not be a left eigenvector. The adjugate of $M=E_0-H_0$ does the job of the projection.

## The trace condition and the result

Write $A=\operatorname{adj}(M)$. If $M\psi_0=0$, $\psi_0\neq0$ and $\operatorname{tr}A\neq 0$, then every solution of the first-order equation has

$$E_1=\frac{\operatorname{tr}(AV)}{\operatorname{tr}A},$$

and with this $E_1$ a solution $\psi_1$ exists.

The condition $\operatorname{tr}A\neq0$ stands for non-degeneracy. The trace is the derivative of $\det(E-H_0)$ at $E=E_0$, so it is non-zero exactly when $E_0$ is a simple root of the characteristic polynomial. This reading is standard linear algebra that serves only as interpretation; the theorems use the trace itself.

The formula applies to finite matrices of non-Hermitian Hamiltonians, such as those with a complex absorbing potential or the similarity-transformed ones of coupled-cluster theory, as long as the eigenvalue is simple. In the coupled-cluster case $V$ has to be transformed with the same cluster operator, which is held fixed as $\lambda$ varies.

## Derivation

**The kernel of $M$ is a line.** Since $\operatorname{tr}A\neq0$, some entry $A_{ij}$ is non-zero. This entry is the determinant of the matrix $M'$ obtained from $M$ by replacing row $j$ with the unit row $e_i^T$. Suppose $My=0$ and $y_i=0$. Row $j$ of $M'y$ is $y_i=0$, and every other row is a row of $My=0$. So $M'y=0$, and $\det M'\neq0$ gives $y=0$. In particular $(\psi_0)_i\neq0$. For any $x$ with $Mx=0$, the vector $x-\frac{x_i}{(\psi_0)_i}\psi_0$ is in the kernel and has vanishing component $i$, so it is zero.

**The adjugate is an outer product.** Because $M\psi_0=0$ with $\psi_0\ne0$, we have $\det M=0$, and therefore $MA=AM=\det(M)\,1=0$. Each column of $A$ lies in the kernel of $M$, so $A_{ij}=(\psi_0)_i\varphi_j$ for some vector $\varphi$.

**A trace replaces the projection.** For every matrix $W$,

$$(AW\psi_0)_i=(\psi_0)_i\sum_{j,k}\varphi_jW_{jk}(\psi_0)_k=\operatorname{tr}(AW)\,(\psi_0)_i .$$

With $W=1$ this reads $A\psi_0=\operatorname{tr}(A)\,\psi_0$.

**The energy.** The first-order equation is $M\psi_1=V\psi_0-E_1\psi_0$. Applying $A$ and using $AM=0$ gives

$$0=\bigl(\operatorname{tr}(AV)-E_1\operatorname{tr}A\bigr)\psi_0 ,$$

and $\psi_0\neq0$ gives the formula.

**Existence.** Take $E_1$ from the formula and set $b=V\psi_0-E_1\psi_0$, so that $Ab=0$. Let $B=M+A$.

- If $ABx=0$, then $Ax=0$. Indeed $ABx=A(Ax)$, and $Ax=c\,\psi_0$ because $MAx=0$. Hence $c\operatorname{tr}(A)\psi_0=0$ and $c=0$.
- $B$ is invertible. If $Bx=0$, then $Ax=0$ by the previous point, so $Mx=0$ and $x=c\,\psi_0$. Then $0=Ax=c\operatorname{tr}(A)\psi_0$ gives $x=0$.
- Let $\psi_1=B^{-1}b$. Then $AB\psi_1=Ab=0$, so $A\psi_1=0$, and $B\psi_1=b$ reduces to $M\psi_1=b$.

**Left eigenvectors.** Now let $\varphi$ be any vector with $\varphi^TM=0$ and $\varphi\cdot\psi_0\neq0$, the dot product being taken without conjugation. Contracting $M\psi_1=V\psi_0-E_1\psi_0$ with $\varphi$ gives $E_1=\varphi\cdot V\psi_0/\varphi\cdot\psi_0$. For Hermitian $H_0$ one may take $\varphi=\overline{\psi_0}$, which gives the usual expectation value $\langle\psi_0|V|\psi_0\rangle/\langle\psi_0|\psi_0\rangle$.

## A non-Hermitian two-level example

Take $E_0=0$, $\psi_0=(1,0)$ and

$$H_0=\begin{pmatrix}0&1\\0&1\end{pmatrix},\quad V=\begin{pmatrix}3&5\\1&2\end{pmatrix},\quad M=\begin{pmatrix}0&-1\\0&-1\end{pmatrix},\quad A=\begin{pmatrix}-1&1\\0&0\end{pmatrix}.$$

Then $\operatorname{tr}A=-1$ and $\operatorname{tr}(AV)=-3+1=-2$, so $E_1=2$. The expectation value of $V$ in $\psi_0$ would be $3$.

For the wavefunction, $b=(3,1)-2(1,0)=(1,1)$ and $B=M+A=-1$, so $\psi_1=(-1,-1)$. Adding $\psi_0$ gives another solution, $(0,-1)$.

The characteristic equation of $H_0+\lambda V$ is $E^2-(1+5\lambda)E+2\lambda+\lambda^2=0$. Its root near zero starts as $2\lambda$, in agreement with $E_1=2$.

## The statement in Lean

The finite type `n` labels the basis states, and vectors are functions `n → ℂ`. The definition `shifted H₀ E₀` is $M$, `FirstOrder` is the first-order equation as a proposition, and `adjugateEnergy` is the trace quotient. The symbol `*ᵥ` is matrix times vector, `ᵥ*` is row vector times matrix, and `⬝ᵥ` is the unconjugated dot product.

In `firstOrder_energy` the hypotheses `hψ`, `hM` and `htr` say that $\psi_0\neq0$, $M\psi_0=0$ and $\operatorname{tr}A\neq0$; `h` says that $\psi_1$ and $E_1$ solve the equation. `exists_firstOrder` has the same first three hypotheses and supplies a $\psi_1$. No normalisation of $\psi_0$ or $\psi_1$ is imposed, so $\psi_1$ is determined only up to adding a multiple of $\psi_0$. `adjugateEnergy_eq_left_right` is the left-eigenvector form.

The theorems concern one order of the series in finite dimension. Convergence, higher orders and degenerate levels would need separate arguments.

```lean
import Mathlib

open Matrix

namespace AdjugateFirstOrder

noncomputable section

variable {n : Type*} [Fintype n] [DecidableEq n]

/-- The shifted matrix `M = E₀ - H₀`. -/
def shifted (H₀ : Matrix n n ℂ) (E₀ : ℂ) : Matrix n n ℂ :=
  E₀ • (1 : Matrix n n ℂ) - H₀

/-- The first-order equation `H₀ ψ₁ + V ψ₀ = E₀ ψ₁ + E₁ ψ₀` of the perturbation series. -/
def FirstOrder (H₀ V : Matrix n n ℂ) (E₀ E₁ : ℂ) (ψ₀ ψ₁ : n → ℂ) : Prop :=
  H₀ *ᵥ ψ₁ + V *ᵥ ψ₀ = E₀ • ψ₁ + E₁ • ψ₀

/-- The quotient `tr(adj(M) V) / tr(adj(M))` with `M = E₀ - H₀`, meant for
`tr(adj(M)) ≠ 0`. -/
def adjugateEnergy (H₀ V : Matrix n n ℂ) (E₀ : ℂ) : ℂ :=
  ((shifted H₀ E₀).adjugate * V).trace / (shifted H₀ E₀).adjugate.trace

/-- The first-order equation is the linear system `M ψ₁ = V ψ₀ - E₁ ψ₀`. -/
theorem firstOrder_iff (H₀ V : Matrix n n ℂ) (E₀ E₁ : ℂ) (ψ₀ ψ₁ : n → ℂ) :
    FirstOrder H₀ V E₀ E₁ ψ₀ ψ₁ ↔ shifted H₀ E₀ *ᵥ ψ₁ = V *ᵥ ψ₀ - E₁ • ψ₀ := by
  unfold FirstOrder shifted
  rw [Matrix.sub_mulVec, Matrix.smul_mulVec, Matrix.one_mulVec]
  constructor
  · intro h
    linear_combination (norm := module) (-1 : ℂ) • h
  · intro h
    linear_combination (norm := module) (-1 : ℂ) • h

/-- If the adjugate of `M` is not zero, every vector annihilated by `M` is a multiple of
any given nonzero one. -/
theorem kernel_line {M : Matrix n n ℂ} (hadj : M.adjugate ≠ 0) {ψ x : n → ℂ}
    (hψ : ψ ≠ 0) (hM : M *ᵥ ψ = 0) (hx : M *ᵥ x = 0) : ∃ c : ℂ, x = c • ψ := by
  obtain ⟨i, j, hij⟩ : ∃ i j, M.adjugate i j ≠ 0 := by
    by_contra! hc
    exact hadj (by ext i j; exact hc i j)
  rw [Matrix.adjugate_apply] at hij
  -- a nonzero cofactor: a kernel vector whose component `i` vanishes is zero
  have key : ∀ y : n → ℂ, M *ᵥ y = 0 → y i = 0 → y = 0 := by
    intro y hy hyi
    refine Matrix.eq_zero_of_mulVec_eq_zero hij ?_
    ext k
    by_cases hk : k = j
    · subst hk
      simp [Matrix.mulVec, hyi]
    · have h := congrFun hy k
      simpa [Matrix.mulVec, Matrix.updateRow_ne hk] using h
  have hψi : ψ i ≠ 0 := fun h => hψ (key ψ hM h)
  refine ⟨x i / ψ i, sub_eq_zero.mp (key _ ?_ ?_)⟩
  · rw [Matrix.mulVec_sub, Matrix.mulVec_smul, hx, hM, smul_zero, sub_zero]
  · simp [hψi]

/-- If `M` annihilates a nonzero `ψ`, its adjugate is an outer product `ψ φᵀ`. -/
theorem adjugate_eq_outer {M : Matrix n n ℂ} {ψ : n → ℂ} (hψ : ψ ≠ 0)
    (hM : M *ᵥ ψ = 0) : ∃ φ : n → ℂ, M.adjugate = vecMulVec ψ φ := by
  by_cases hadj : M.adjugate = 0
  · exact ⟨0, by ext i j; simp [hadj, vecMulVec_apply]⟩
  have hdet : M.det = 0 := Matrix.exists_mulVec_eq_zero_iff.mp ⟨ψ, hψ, hM⟩
  have h0 : M * M.adjugate = 0 := by rw [Matrix.mul_adjugate, hdet, zero_smul]
  -- each column of the adjugate lies in the kernel of `M`
  have hcol : ∀ j, ∃ c : ℂ, (fun i => M.adjugate i j) = c • ψ := fun j =>
    kernel_line hadj hψ hM (by ext i; exact congrFun (congrFun h0 i) j)
  choose φ hφ using hcol
  refine ⟨φ, ?_⟩
  ext i j
  have h := congrFun (hφ j) i
  simp only [Pi.smul_apply, smul_eq_mul] at h
  rw [vecMulVec_apply]
  linear_combination h

/-- If `M` annihilates a nonzero `ψ`, then `adj(M) W ψ = tr(adj(M) W) ψ` for every
matrix `W`. -/
theorem adjugate_mulVec {M : Matrix n n ℂ} {ψ : n → ℂ} (hψ : ψ ≠ 0)
    (hM : M *ᵥ ψ = 0) (W : Matrix n n ℂ) :
    M.adjugate *ᵥ (W *ᵥ ψ) = (M.adjugate * W).trace • ψ := by
  obtain ⟨φ, hφ⟩ := adjugate_eq_outer hψ hM
  rw [hφ]
  ext i
  simp only [Matrix.mulVec, dotProduct, vecMulVec_apply, Matrix.trace, Matrix.diag_apply,
    Matrix.mul_apply, Pi.smul_apply, smul_eq_mul, Finset.mul_sum, Finset.sum_mul]
  rw [Finset.sum_comm]
  exact Finset.sum_congr rfl fun k _ => Finset.sum_congr rfl fun j _ => by ring

/-- Let `M = E₀ - H₀` annihilate a nonzero `ψ₀` and let `tr(adj(M)) ≠ 0`. Then every solution
of the first-order equation has `E₁ = tr(adj(M) V) / tr(adj(M))`. -/
theorem firstOrder_energy {H₀ V : Matrix n n ℂ} {E₀ E₁ : ℂ} {ψ₀ ψ₁ : n → ℂ}
    (hψ : ψ₀ ≠ 0) (hM : shifted H₀ E₀ *ᵥ ψ₀ = 0)
    (htr : (shifted H₀ E₀).adjugate.trace ≠ 0) (h : FirstOrder H₀ V E₀ E₁ ψ₀ ψ₁) :
    E₁ = adjugateEnergy H₀ V E₀ := by
  have hdet : (shifted H₀ E₀).det = 0 :=
    Matrix.exists_mulVec_eq_zero_iff.mp ⟨ψ₀, hψ, hM⟩
  have hself : (shifted H₀ E₀).adjugate *ᵥ ψ₀ = (shifted H₀ E₀).adjugate.trace • ψ₀ := by
    simpa using adjugate_mulVec hψ hM 1
  -- the adjugate removes the unknown `ψ₁`
  have hA : (shifted H₀ E₀).adjugate *ᵥ (shifted H₀ E₀ *ᵥ ψ₁) = 0 := by
    rw [Matrix.mulVec_mulVec, Matrix.adjugate_mul, hdet, zero_smul, Matrix.zero_mulVec]
  rw [(firstOrder_iff _ _ _ _ _ _).mp h, Matrix.mulVec_sub, Matrix.mulVec_smul,
    adjugate_mulVec hψ hM V, hself, smul_smul, ← sub_smul] at hA
  have h1 := (smul_eq_zero.mp hA).resolve_right hψ
  unfold adjugateEnergy
  rw [eq_div_iff htr]
  linear_combination -h1

/-- If `M = E₀ - H₀` annihilates a nonzero `ψ₀` and `tr(adj(M)) ≠ 0`, the first-order equation
with `E₁ = tr(adj(M) V) / tr(adj(M))` has a solution `ψ₁`. -/
theorem exists_firstOrder {H₀ : Matrix n n ℂ} (V : Matrix n n ℂ) {E₀ : ℂ} {ψ₀ : n → ℂ}
    (hψ : ψ₀ ≠ 0) (hM : shifted H₀ E₀ *ᵥ ψ₀ = 0)
    (htr : (shifted H₀ E₀).adjugate.trace ≠ 0) :
    ∃ ψ₁, FirstOrder H₀ V E₀ (adjugateEnergy H₀ V E₀) ψ₀ ψ₁ := by
  simp only [firstOrder_iff]
  unfold adjugateEnergy
  generalize shifted H₀ E₀ = M at *
  have hdet : M.det = 0 := Matrix.exists_mulVec_eq_zero_iff.mp ⟨ψ₀, hψ, hM⟩
  have hadj : M.adjugate ≠ 0 := fun h => htr (by rw [h, Matrix.trace_zero])
  have hself : M.adjugate *ᵥ ψ₀ = M.adjugate.trace • ψ₀ := by
    simpa using adjugate_mulVec hψ hM 1
  -- if `adj(M)` annihilates `(M + adj(M)) x`, it annihilates `x`
  have key : ∀ x, M.adjugate *ᵥ ((M + M.adjugate) *ᵥ x) = 0 → M.adjugate *ᵥ x = 0 := by
    intro x hx
    obtain ⟨c, hc⟩ := kernel_line hadj hψ hM (x := M.adjugate *ᵥ x) (by
      rw [Matrix.mulVec_mulVec, Matrix.mul_adjugate, hdet, zero_smul, Matrix.zero_mulVec])
    rw [Matrix.add_mulVec, Matrix.mulVec_add, Matrix.mulVec_mulVec x M.adjugate M,
      Matrix.adjugate_mul, hdet, zero_smul, Matrix.zero_mulVec, zero_add, hc,
      Matrix.mulVec_smul, hself, smul_comm] at hx
    rw [hc]
    exact (smul_eq_zero.mp hx).resolve_left htr
  -- hence `M + adj(M)` is invertible
  have hunit : (M + M.adjugate).det ≠ 0 := by
    intro h0
    obtain ⟨x, hx0, hx⟩ := Matrix.exists_mulVec_eq_zero_iff.mpr h0
    have hAx := key x (by rw [hx, Matrix.mulVec_zero])
    rw [Matrix.add_mulVec, hAx, add_zero] at hx
    obtain ⟨c, rfl⟩ := kernel_line hadj hψ hM hx
    rw [Matrix.mulVec_smul, hself, smul_comm] at hAx
    exact hx0 ((smul_eq_zero.mp hAx).resolve_left htr)
  set b := V *ᵥ ψ₀ - ((M.adjugate * V).trace / M.adjugate.trace) • ψ₀ with hb
  have hAb : M.adjugate *ᵥ b = 0 := by
    rw [hb, Matrix.mulVec_sub, Matrix.mulVec_smul, adjugate_mulVec hψ hM V, hself,
      smul_smul, div_mul_cancel₀ _ htr, sub_self]
  have hsol : (M + M.adjugate) *ᵥ ((M + M.adjugate)⁻¹ *ᵥ b) = b := by
    rw [Matrix.mulVec_mulVec, Matrix.mul_nonsing_inv _ (isUnit_iff_ne_zero.mpr hunit),
      Matrix.one_mulVec]
  refine ⟨(M + M.adjugate)⁻¹ *ᵥ b, ?_⟩
  have hA := key _ (by rw [hsol, hAb])
  rwa [Matrix.add_mulVec, hA, add_zero] at hsol

/-- Let `M = E₀ - H₀` annihilate a nonzero `ψ₀`, with `tr(adj(M)) ≠ 0`. For a left eigenvector `φ`
of `H₀`, in the sense `φᵀ M = 0`, with `φ·ψ₀ ≠ 0`, the quotient `tr(adj(M) V) / tr(adj(M))` equals
`φ·Vψ₀ / φ·ψ₀`. -/
theorem adjugateEnergy_eq_left_right {H₀ : Matrix n n ℂ} (V : Matrix n n ℂ) {E₀ : ℂ}
    {ψ₀ φ : n → ℂ} (hψ : ψ₀ ≠ 0) (hM : shifted H₀ E₀ *ᵥ ψ₀ = 0)
    (htr : (shifted H₀ E₀).adjugate.trace ≠ 0)
    (hφ : φ ᵥ* shifted H₀ E₀ = 0) (hn : φ ⬝ᵥ ψ₀ ≠ 0) :
    adjugateEnergy H₀ V E₀ = (φ ⬝ᵥ (V *ᵥ ψ₀)) / (φ ⬝ᵥ ψ₀) := by
  obtain ⟨ψ₁, h⟩ := exists_firstOrder V hψ hM htr
  have h2 : φ ⬝ᵥ (shifted H₀ E₀ *ᵥ ψ₁) = 0 := by
    rw [Matrix.dotProduct_mulVec, hφ, zero_dotProduct]
  rw [(firstOrder_iff _ _ _ _ _ _).mp h, dotProduct_sub, dotProduct_smul, smul_eq_mul] at h2
  rw [eq_div_iff hn]
  linear_combination -h2

/-- The non-Hermitian matrix `H₀ = (0 1; 0 1)` with `E₀ = 0` and `ψ₀ = (1, 0)` has
`tr(adj(M)) ≠ 0`, and for `V = (a b; c d)` the first-order equation is solved by
`E₁ = a - c`, `ψ₁ = (0, -c)`. -/
theorem firstOrder_energy_witness (a b c d : ℂ) :
    ¬ (!![0, 1; 0, 1] : Matrix (Fin 2) (Fin 2) ℂ).IsHermitian ∧
    shifted !![0, 1; 0, 1] 0 *ᵥ ![1, 0] = 0 ∧
    (shifted !![0, 1; 0, 1] 0).adjugate.trace ≠ 0 ∧
    FirstOrder !![0, 1; 0, 1] !![a, b; c, d] 0 (a - c) ![1, 0] ![0, -c] := by
  refine ⟨?_, ?_, ?_, ?_⟩
  · intro h
    have h1 := h.apply 0 1
    simp at h1
  · ext i
    fin_cases i <;> simp [shifted, Matrix.mulVec, dotProduct, Fin.sum_univ_two]
  · simp [shifted, Matrix.adjugate_fin_two, Matrix.trace_fin_two]
  · unfold FirstOrder
    ext i
    fin_cases i
    · simp
      ring
    · simp

/-- For the Jordan block `H₀ = (0 1; 0 0)` with `E₀ = 0` and `ψ₀ = (1, 0)` one has
`tr(adj(M)) = 0`, and for `V = (0 0; 1 0)` the first-order equation has no solution. -/
theorem jordan_block_no_firstOrder :
    shifted !![0, 1; 0, 0] 0 *ᵥ ![1, 0] = 0 ∧
    (shifted !![0, 1; 0, 0] 0).adjugate.trace = 0 ∧
    ∀ (E₁ : ℂ) (ψ₁ : Fin 2 → ℂ),
      ¬ FirstOrder !![0, 1; 0, 0] !![0, 0; 1, 0] 0 E₁ ![1, 0] ψ₁ := by
  refine ⟨?_, ?_, ?_⟩
  · ext i
    fin_cases i <;> simp [shifted, Matrix.mulVec, dotProduct, Fin.sum_univ_two]
  · simp [shifted, Matrix.adjugate_fin_two, Matrix.trace_fin_two]
  · intro E₁ ψ₁ h
    -- the second component reads `1 = 0`
    have h1 := congrFun h 1
    simp [dotProduct, Fin.sum_univ_two] at h1

end

end AdjugateFirstOrder
```

```lean
#print axioms AdjugateFirstOrder.firstOrder_energy
#print axioms AdjugateFirstOrder.adjugateEnergy_eq_left_right
#print axioms AdjugateFirstOrder.jordan_block_no_firstOrder
```

```
'AdjugateFirstOrder.firstOrder_energy' depends on axioms: [propext, Classical.choice, Quot.sound]
'AdjugateFirstOrder.adjugateEnergy_eq_left_right' depends on axioms: [propext, Classical.choice, Quot.sound]
'AdjugateFirstOrder.jordan_block_no_firstOrder' depends on axioms: [propext, Classical.choice, Quot.sound]
```

## From the kernel to the energy in the Lean proof

`firstOrder_iff` rearranges the equation into $M\psi_1=V\psi_0-E_1\psi_0$; both directions are the same vector identity multiplied by $-1$.

`kernel_line` is the first step of the derivation, with `key` as the claim about kernel vectors whose component `i` vanishes. `adjugate_eq_outer` applies it to each column of the adjugate, and `choose` collects the coefficients into the vector `φ`. If the adjugate is zero, `φ = 0` works, so this lemma needs no trace condition. `adjugate_mulVec` writes both sides as double sums and exchanges the order of summation.

In `firstOrder_energy`, `hA` is the statement $AM\psi_1=0$. Rewriting $M\psi_1$ by the first-order equation turns it into a scalar times $\psi_0$ being zero, and `hψ` forces the scalar to vanish.

In `exists_firstOrder`, `key` is the first bullet of the existence argument, `hunit` the second, and `hAb` the identity $Ab=0$. The last lines apply `key` to $B^{-1}b$ and remove the adjugate term from `hsol`. `adjugateEnergy_eq_left_right` takes the $\psi_1$ obtained there and contracts the equation with `φ`.

## Cofactors without deleted rows

The step that gives access to the kernel is `Matrix.adjugate_apply`. It expresses the entry `M.adjugate i j` as the determinant of `M` with row `j` replaced by the unit row at `i`. A textbook cofactor deletes a row and a column, which would change the index type and require relabelling. Here the modified matrix is still indexed by `n`, so it can act on the same vector `y`.

`Matrix.eq_zero_of_mulVec_eq_zero` then says that a matrix with non-zero determinant annihilates only the zero vector. What remains is a check row by row: for `k = j` the product is `y i`, which vanishes by `hyi`, and for the other rows `Matrix.updateRow_ne` returns the original row of `M`.

## Two matrices that test the trace condition

`firstOrder_energy_witness` treats the $H_0$ of the example with a general $V$ whose entries are `a`, `b`, `c`, `d`. It confirms that $H_0$ is not Hermitian, that $M\psi_0=0$ and $\operatorname{tr}A\neq0$ hold (that $\psi_0=(1,0)$ is non-zero is evident), and that $E_1=a-c$ with $\psi_1=(0,-c)$ solves the equation.

`jordan_block_no_firstOrder` takes $H_0=\begin{pmatrix}0&1\\0&0\end{pmatrix}$, again with $E_0=0$ and $\psi_0=(1,0)$. The adjugate of $M$ is non-zero but has trace zero. For $V=\begin{pmatrix}0&0\\1&0\end{pmatrix}$ the second component of the first-order equation reads $1=0$, whatever $E_1$ and $\psi_1$ are. For existence it is therefore not enough that the adjugate is non-zero. The eigenvalues of $H_0+\lambda V$ are $\pm\sqrt{\lambda}$, which have no expansion in integer powers of $\lambda$.
